# The stationary current through a non-interacting double quantum dot at high bias

## Two dots between a full and an empty lead

An electron enters the first of two quantum dots from a source, tunnels to the second, and leaves into a drain. The bias is so high that the source states at the relevant energies are all full and the drain states all empty. How do the two contacts and the tunnelling between the dots together limit the current?

Take one orbital per dot, without spin or interaction, and set $\hbar=1$. The dots carry the indices 0 and 1, as in the Lean file. With real detuning $d$, tunnelling amplitude $h>0$, and energy-independent source and drain rates $a>0$ and $b>0$, let

$$H=\begin{pmatrix}d&h\\h&0\end{pmatrix},\quad \Gamma=\begin{pmatrix}a&0\\0&b\end{pmatrix},\quad S=\begin{pmatrix}a&0\\0&0\end{pmatrix},\quad K=H-\tfrac{i}{2}\Gamma .$$

The one-particle density matrix $R$ has the occupations on its diagonal and the coherences off it. Its stationary Keldysh equation is

$$-i(KR-RK^\dagger)+S=0 .$$

It has exactly one solution. The particle current into the drain, $J=bR_{11}$, is real and positive, and

$$\frac1J=\frac1a+\frac1b+\frac{d^2+(a+b)^2/4}{h^2(a+b)} .$$

For this non-interacting two-level model, the formula gives a reference value against which a numerical transport code can be tested.

## Balance of injection and outflow

Since $H$ and $\Gamma$ are Hermitian, $K^\dagger=H+\tfrac i2\Gamma$, and the equation becomes

$$-i(HR-RH)-\tfrac12(\Gamma R+R\Gamma)+S=0 .$$

The commutator has zero trace, so $\operatorname{Tr}(\Gamma R)=\operatorname{Tr}S$. This holds for any finite number of orbitals. For the double dot it reads $aR_{00}+bR_{11}=a$, or $a(1-R_{00})=bR_{11}$: the net inflow from the source equals the current into the drain. The full source takes no electron back. The term $aR_{00}$, which the Lean comment on `trace_balance` counts as outflow, is therefore the part of the injection that the Pauli principle blocks.

## Eliminating the coherences

Write $s=a+b$, $D=d^2+s^2/4$ and $\Delta=R_{00}-R_{11}$. The off-diagonal components of the equation are

$$(s/2+id)R_{01}=ih\Delta,\qquad (s/2-id)R_{10}=-ih\Delta ,$$

and therefore

$$R_{01}=\frac{ih\Delta(s/2-id)}{D},\qquad R_{10}=-\frac{ih\Delta(s/2+id)}{D},\qquad R_{01}-R_{10}=\frac{ihs\Delta}{D}.$$

The component of the second dot, $-ih(R_{01}-R_{10})=bR_{11}$, now gives $J=h^2s\Delta/D$. The balance gives $R_{00}=1-J/a$, and $R_{11}=J/b$ by definition, so $\Delta=1-J/a-J/b$. Hence

$$J\left(\frac1a+\frac1b+\frac{D}{h^2s}\right)=1 .$$

The bracket is positive, which fixes $J$ as a positive real number. The coherences follow as

$$R_{01}=\frac{J(d+is/2)}{hs},\qquad R_{10}=\frac{J(d-is/2)}{hs}.$$

Conversely, these four entries solve the equation. They give $\Delta=JD/(h^2s)$, and $(s/2+id)R_{01}=iJD/(hs)=ih\Delta$; the equation for $R_{10}$ is the complex conjugate. Also $R_{01}-R_{10}=iJ/h$, so the second diagonal component is $J-bR_{11}=0$ and the first is $-J-aR_{00}+a=0$.

## The largest current at fixed tunnelling

Clearing fractions gives $J=h^2abs/N$ with $N=abD+h^2s^2$. Expanding the squares on the right confirms that

$$\frac h2-J=\frac{h\left[ab\,d^2+ab\,(s/2-2h)^2+h^2(a-b)^2\right]}{2N} .$$

So $J\le h/2$. Equality requires all three squares to vanish, which means $d=0$ and $a=b=2h$. Stronger coupling to the leads eventually lowers the current, because it also damps the coherence that carries electrons between the dots.

## What the Lean theorems say

`effectiveH` is $K$, and `keldyshRate` is the left-hand side of the stationary equation for matrices of any finite size. `IsStationary` specialises it to the double dot: `leadRates a b` supplies the widths, while `leadRates a 0` is the injection from a full source and an empty drain.

The theorem `double_dot_current` assumes `0 < h`, `0 < a` and `0 < b`, with `d` any real number. Its first part, `∃!`, ranges over all complex 2×2 matrices, so Hermiticity of $R$ is not presupposed. `drainCurrent` is defined with the real part of `R 1 1`; the theorem also states that the imaginary part vanishes, so nothing is discarded. `drainCurrent_le` contains the bound and its equality case.

The equation itself is the starting point. Its energy-independent rates stand for leads with a flat density of states, and its derivation from a microscopic lead model is not part of the file. Neither are the relaxation towards the stationary state, finite bias and Coulomb repulsion.

```lean
import Mathlib

open Matrix
open Complex (I)

namespace HighBiasDoubleDot

noncomputable section

variable {n : Type*} [Fintype n]

/-- The effective Hamiltonian `K = H - iΓ/2` of a system with level widths `Γ`. -/
def effectiveH (H Γ : Matrix n n ℂ) : Matrix n n ℂ := H - (I / 2) • Γ

/-- The left-hand side `-i(K R - R K†) + S` of the stationary Keldysh equation for the
density matrix `R` with injection `S`. -/
def keldyshRate (H Γ S R : Matrix n n ℂ) : Matrix n n ℂ :=
  (-I) • (effectiveH H Γ * R - R * (effectiveH H Γ)ᴴ) + S

/-- Two dots with detuning `d` and tunnelling amplitude `h`. -/
def dotH (d h : ℝ) : Matrix (Fin 2) (Fin 2) ℂ := !![(d : ℂ), (h : ℂ); (h : ℂ), 0]

/-- The diagonal matrix of the rates `a` on the first dot and `b` on the second. -/
def leadRates (a b : ℝ) : Matrix (Fin 2) (Fin 2) ℂ := !![(a : ℂ), 0; 0, (b : ℂ)]

/-- `R` solves the stationary Keldysh equation of the double dot with a full source
(rate `a`) at the first dot and an empty drain (rate `b`) at the second. -/
def IsStationary (d h a b : ℝ) (R : Matrix (Fin 2) (Fin 2) ℂ) : Prop :=
  keldyshRate (dotH d h) (leadRates a b) (leadRates a 0) R = 0

/-- The particle current into the drain: rate `b` times the occupation of the second dot. -/
def drainCurrent (b : ℝ) (R : Matrix (Fin 2) (Fin 2) ℂ) : ℝ := b * (R 1 1).re

/-- A closed expression in the detuning, the tunnelling and the two lead rates. -/
def currentFormula (d h a b : ℝ) : ℝ :=
  h ^ 2 * a * b * (a + b) / (a * b * (d ^ 2 + (a + b) ^ 2 / 4) + h ^ 2 * (a + b) ^ 2)

/-- An explicit density matrix of the double dot, written with `currentFormula`. -/
def dotDensity (d h a b : ℝ) : Matrix (Fin 2) (Fin 2) ℂ :=
  !![((a : ℂ) - currentFormula d h a b) / a,
     (currentFormula d h a b : ℂ) * (d + I * ((a + b) / 2)) / (h * (a + b));
     (currentFormula d h a b : ℂ) * (d - I * ((a + b) / 2)) / (h * (a + b)),
     (currentFormula d h a b : ℂ) / b]

/-- For Hermitian `H` and `Γ` the Keldysh rate is a commutator with `H`, an anticommutator
with `Γ`, and the injection. -/
theorem keldyshRate_eq {H Γ : Matrix n n ℂ} (hH : H.IsHermitian) (hΓ : Γ.IsHermitian)
    (S R : Matrix n n ℂ) :
    keldyshRate H Γ S R
      = (-I) • (H * R - R * H) - (1 / 2 : ℂ) • (Γ * R + R * Γ) + S := by
  have hs : star (I / 2 : ℂ) = -(I / 2) := by
    rw [← starRingEnd_apply, map_div₀, Complex.conj_I, map_ofNat]
    ring
  have hK : (effectiveH H Γ)ᴴ = H + (I / 2) • Γ := by
    rw [effectiveH, conjTranspose_sub, conjTranspose_smul, hH.eq, hΓ.eq, hs, neg_smul,
      sub_neg_eq_add]
  have key : effectiveH H Γ * R - R * (effectiveH H Γ)ᴴ
      = (H * R - R * H) - (I / 2) • (Γ * R + R * Γ) := by
    rw [hK, effectiveH]
    simp only [Matrix.sub_mul, Matrix.mul_add, Matrix.smul_mul, Matrix.mul_smul]
    module
  have hI : -I * (I / 2) = 1 / 2 := by linear_combination (-1 / 2) * Complex.I_mul_I
  rw [keldyshRate, key, smul_sub, smul_smul, hI]

/-- Particle balance in any dimension: in a stationary state the total outflow `Tr(ΓR)`
equals the total injection `Tr S`. -/
theorem trace_balance {H Γ S R : Matrix n n ℂ} (hH : H.IsHermitian) (hΓ : Γ.IsHermitian)
    (hR : keldyshRate H Γ S R = 0) : trace (Γ * R) = trace S := by
  rw [keldyshRate_eq hH hΓ] at hR
  have ht := congrArg trace hR
  simp only [trace_add, trace_sub, trace_smul, trace_zero, smul_eq_mul] at ht
  rw [Matrix.trace_mul_comm R H, Matrix.trace_mul_comm R Γ] at ht
  linear_combination -ht

/-- The four components of the Keldysh rate of the double dot. -/
theorem keldyshRate_dot (d h a b : ℝ) (R : Matrix (Fin 2) (Fin 2) ℂ) :
    keldyshRate (dotH d h) (leadRates a b) (leadRates a 0) R =
      !![-I * h * (R 1 0 - R 0 1) - a * R 0 0 + a,
         -I * (d * R 0 1 + h * R 1 1 - h * R 0 0) - (a + b) / 2 * R 0 1;
         -I * (h * R 0 0 - d * R 1 0 - h * R 1 1) - (a + b) / 2 * R 1 0,
         -I * h * (R 0 1 - R 1 0) - b * R 1 1] := by
  have hH : (dotH d h).IsHermitian := by
    ext i j
    fin_cases i <;> fin_cases j <;> simp [dotH]
  have hΓ : (leadRates a b).IsHermitian := by
    ext i j
    fin_cases i <;> fin_cases j <;> simp [leadRates]
  rw [keldyshRate_eq hH hΓ]
  ext i j
  -- expand the products before inserting the explicit matrices
  simp only [Matrix.add_apply, Matrix.sub_apply, Matrix.smul_apply, Matrix.mul_apply,
    Fin.sum_univ_two, smul_eq_mul]
  fin_cases i <;> fin_cases j <;> simp [dotH, leadRates] <;> ring

/-- The stationary Keldysh equation of the double dot holds for `dotDensity` and for no
other matrix. -/
theorem isStationary_iff {d h a b : ℝ} (hh : 0 < h) (ha : 0 < a) (hb : 0 < b)
    (R : Matrix (Fin 2) (Fin 2) ℂ) :
    IsStationary d h a b R ↔ R = dotDensity d h a b := by
  have hD : a * b * (d ^ 2 + (a + b) ^ 2 / 4) + h ^ 2 * (a + b) ^ 2 ≠ 0 := by positivity
  have hJr : currentFormula d h a b * (a * b * (d ^ 2 + (a + b) ^ 2 / 4) + h ^ 2 * (a + b) ^ 2)
      = h ^ 2 * a * b * (a + b) := div_mul_cancel₀ _ hD
  have hDc : (a * b * (d ^ 2 + (a + b) ^ 2 / 4) + h ^ 2 * (a + b) ^ 2 : ℂ) ≠ 0 := by
    exact_mod_cast hD
  have hJ : (currentFormula d h a b : ℂ)
      * (a * b * (d ^ 2 + (a + b) ^ 2 / 4) + h ^ 2 * (a + b) ^ 2)
      = h ^ 2 * a * b * (a + b) := by exact_mod_cast hJr
  have ha' : (a : ℂ) ≠ 0 := by exact_mod_cast ha.ne'
  have hb' : (b : ℂ) ≠ 0 := by exact_mod_cast hb.ne'
  have hh' : (h : ℂ) ≠ 0 := by exact_mod_cast hh.ne'
  have hs' : (a + b : ℂ) ≠ 0 := by exact_mod_cast (add_pos ha hb).ne'
  have hhs : (h * (a + b) : ℂ) ≠ 0 := mul_ne_zero hh' hs'
  have hI := Complex.I_sq
  unfold IsStationary
  rw [keldyshRate_dot]
  constructor
  · intro hR
    have e1 : -I * h * (R 1 0 - R 0 1) - a * R 0 0 + a = 0 := congrFun (congrFun hR 0) 0
    have e2 : -I * (d * R 0 1 + h * R 1 1 - h * R 0 0) - (a + b) / 2 * R 0 1 = 0 :=
      congrFun (congrFun hR 0) 1
    have e3 : -I * (h * R 0 0 - d * R 1 0 - h * R 1 1) - (a + b) / 2 * R 1 0 = 0 :=
      congrFun (congrFun hR 1) 0
    have e4 : -I * h * (R 0 1 - R 1 0) - b * R 1 1 = 0 := congrFun (congrFun hR 1) 1
    -- what enters from the source leaves into the drain
    have hp : a * R 0 0 = a - b * R 1 1 := by linear_combination -(e1 + e4)
    -- the coherences follow the population difference
    have hz : (((a + b) / 2) ^ 2 + d ^ 2) * R 0 1
        = I * h * (R 0 0 - R 1 1) * ((a + b) / 2 - I * d) := by
      linear_combination (-((a + b) / 2 - I * d)) * e2 + d ^ 2 * R 0 1 * hI
    have hw : (((a + b) / 2) ^ 2 + d ^ 2) * R 1 0
        = -I * h * (R 0 0 - R 1 1) * ((a + b) / 2 + I * d) := by
      linear_combination (-((a + b) / 2 + I * d)) * e3 + d ^ 2 * R 1 0 * hI
    have hq : b * R 1 1 * (((a + b) / 2) ^ 2 + d ^ 2)
        = (a + b) * h ^ 2 * (R 0 0 - R 1 1) := by
      linear_combination (-(((a + b) / 2) ^ 2 + d ^ 2)) * e4 - I * h * hz + I * h * hw
        - (a + b) * h ^ 2 * (R 0 0 - R 1 1) * hI
    have hbq : b * R 1 1 = currentFormula d h a b := mul_right_cancel₀ hDc (by
      linear_combination a * b * hq + b * (a + b) * h ^ 2 * hp - hJ)
    have hzw : h * (R 0 1 - R 1 0) = I * currentFormula d h a b := by
      linear_combination I * e4 + h * (R 0 1 - R 1 0) * hI + I * hbq
    ext i j
    fin_cases i <;> fin_cases j
    · show R 0 0 = ((a : ℂ) - currentFormula d h a b) / a
      exact (eq_div_iff ha').mpr (by linear_combination hp - hbq)
    · show R 0 1 = (currentFormula d h a b : ℂ) * (d + I * ((a + b) / 2)) / (h * (a + b))
      exact (eq_div_iff hhs).mpr (by
        linear_combination (-h) * (e2 + e3) + ((a + b) / 2 - I * d) * hzw
          - d * currentFormula d h a b * hI)
    · show R 1 0 = (currentFormula d h a b : ℂ) * (d - I * ((a + b) / 2)) / (h * (a + b))
      exact (eq_div_iff hhs).mpr (by
        linear_combination (-h) * (e2 + e3) - ((a + b) / 2 + I * d) * hzw
          - d * currentFormula d h a b * hI)
    · show R 1 1 = (currentFormula d h a b : ℂ) / b
      exact (eq_div_iff hb').mpr (by linear_combination hbq)
  · intro hR
    have hp : R 0 0 * a = a - currentFormula d h a b := (eq_div_iff ha').mp (by rw [hR]; rfl)
    have hz : R 0 1 * (h * (a + b)) = currentFormula d h a b * (d + I * ((a + b) / 2)) :=
      (eq_div_iff hhs).mp (by rw [hR]; rfl)
    have hw : R 1 0 * (h * (a + b)) = currentFormula d h a b * (d - I * ((a + b) / 2)) :=
      (eq_div_iff hhs).mp (by rw [hR]; rfl)
    have hq : R 1 1 * b = currentFormula d h a b := (eq_div_iff hb').mp (by rw [hR]; rfl)
    have hzw : h * (R 0 1 - R 1 0) = I * currentFormula d h a b :=
      mul_left_cancel₀ hs' (by linear_combination hz - hw)
    have hpq : h ^ 2 * (a + b) * (R 0 0 - R 1 1)
        = currentFormula d h a b * (d ^ 2 + (a + b) ^ 2 / 4) :=
      mul_left_cancel₀ (mul_ne_zero ha' hb') (by
        linear_combination h ^ 2 * (a + b) * (b * hp - a * hq) - hJ)
    ext i j
    fin_cases i <;> fin_cases j
    · show -I * h * (R 1 0 - R 0 1) - a * R 0 0 + a = 0
      linear_combination I * hzw - hp + currentFormula d h a b * hI
    · show -I * (d * R 0 1 + h * R 1 1 - h * R 0 0) - (a + b) / 2 * R 0 1 = 0
      exact mul_left_cancel₀ hhs (by
        linear_combination (-((a + b) / 2 + I * d)) * hz + I * hpq
          - currentFormula d h a b * d * ((a + b) / 2) * hI)
    · show -I * (h * R 0 0 - d * R 1 0 - h * R 1 1) - (a + b) / 2 * R 1 0 = 0
      exact mul_left_cancel₀ hhs (by
        linear_combination (-((a + b) / 2 - I * d)) * hw - I * hpq
          - currentFormula d h a b * d * ((a + b) / 2) * hI)
    · show -I * h * (R 0 1 - R 1 0) - b * R 1 1 = 0
      linear_combination (-I) * hzw - hq - currentFormula d h a b * hI

/-- In a stationary state the occupation of the second dot is real and the drain current
is given by `currentFormula`. -/
theorem drainCurrent_eq {d h a b : ℝ} (hh : 0 < h) (ha : 0 < a) (hb : 0 < b)
    {R : Matrix (Fin 2) (Fin 2) ℂ} (hR : IsStationary d h a b R) :
    (R 1 1).im = 0 ∧ drainCurrent b R = currentFormula d h a b := by
  have h11 : R 1 1 = ((currentFormula d h a b / b : ℝ) : ℂ) := by
    rw [(isStationary_iff hh ha hb R).mp hR]
    exact (Complex.ofReal_div _ _).symm
  constructor
  · rw [h11, Complex.ofReal_im]
  · rw [drainCurrent, h11, Complex.ofReal_re]
    field_simp

/-- The stationary Keldysh equation of the double dot has a unique solution; its drain
current `J` is positive and `1/J` is the sum of `1/a`, `1/b` and a tunnelling term. -/
theorem double_dot_current {d h a b : ℝ} (hh : 0 < h) (ha : 0 < a) (hb : 0 < b) :
    (∃! R, IsStationary d h a b R) ∧
    ∀ R, IsStationary d h a b R → (R 1 1).im = 0 ∧ 0 < drainCurrent b R ∧
      1 / drainCurrent b R
        = 1 / a + 1 / b + (d ^ 2 + (a + b) ^ 2 / 4) / (h ^ 2 * (a + b)) := by
  refine ⟨⟨dotDensity d h a b, (isStationary_iff hh ha hb _).mpr rfl,
    fun R hR => (isStationary_iff hh ha hb R).mp hR⟩, fun R hR => ?_⟩
  obtain ⟨him, hJ⟩ := drainCurrent_eq hh ha hb hR
  have hs : a + b ≠ 0 := (add_pos ha hb).ne'
  rw [hJ]
  refine ⟨him, by unfold currentFormula; positivity, ?_⟩
  rw [currentFormula, one_div_div]
  field_simp
  ring

/-- For given tunnelling `h` the stationary drain current is at most `h/2`, with equality
exactly at zero detuning and lead rates `a = b = 2h`. -/
theorem drainCurrent_le {d h a b : ℝ} (hh : 0 < h) (ha : 0 < a) (hb : 0 < b)
    {R : Matrix (Fin 2) (Fin 2) ℂ} (hR : IsStationary d h a b R) :
    drainCurrent b R ≤ h / 2 ∧
      (drainCurrent b R = h / 2 ↔ d = 0 ∧ a = 2 * h ∧ b = 2 * h) := by
  rw [(drainCurrent_eq hh ha hb hR).2]
  clear hR
  have hD : 0 < a * b * (d ^ 2 + (a + b) ^ 2 / 4) + h ^ 2 * (a + b) ^ 2 := by positivity
  have hJ : currentFormula d h a b * (a * b * (d ^ 2 + (a + b) ^ 2 / 4) + h ^ 2 * (a + b) ^ 2)
      = h ^ 2 * a * b * (a + b) := div_mul_cancel₀ _ hD.ne'
  have h1 : 0 ≤ a * b * d ^ 2 := by positivity
  have h2 : 0 ≤ a * b * ((a + b) / 2 - 2 * h) ^ 2 := by positivity
  have h3 : 0 ≤ h ^ 2 * (a - b) ^ 2 := by positivity
  -- the distance to the bound is a sum of squares
  have hid : (h / 2 - currentFormula d h a b)
      * (2 * (a * b * (d ^ 2 + (a + b) ^ 2 / 4) + h ^ 2 * (a + b) ^ 2))
      = h * (a * b * d ^ 2 + a * b * ((a + b) / 2 - 2 * h) ^ 2 + h ^ 2 * (a - b) ^ 2) := by
    linear_combination (-2) * hJ
  refine ⟨?_, ?_, ?_⟩
  · by_contra hc
    have hneg := mul_neg_of_neg_of_pos (sub_neg.mpr (not_le.mp hc)) (mul_pos two_pos hD)
    rw [hid] at hneg
    exact absurd hneg (not_lt_of_ge (mul_nonneg hh.le (add_nonneg (add_nonneg h1 h2) h3)))
  · intro he
    rw [he, sub_self, zero_mul] at hid
    have h0 := (mul_eq_zero.mp hid.symm).resolve_left hh.ne'
    have key : ∀ c x : ℝ, 0 < c → c * x ^ 2 = 0 → x = 0 := fun c x hc hx =>
      (pow_eq_zero_iff two_ne_zero).mp ((mul_eq_zero.mp hx).resolve_left hc.ne')
    have k1 := key _ d (mul_pos ha hb) (by linarith)
    have k2 := key _ ((a + b) / 2 - 2 * h) (mul_pos ha hb) (by linarith)
    have k3 := key _ (a - b) (pow_pos hh 2) (by linarith)
    exact ⟨k1, by linarith, by linarith⟩
  · rintro ⟨rfl, rfl, rfl⟩
    exact mul_right_cancel₀ hD.ne' (by linear_combination hJ)

end

end HighBiasDoubleDot
```

```lean
#print axioms HighBiasDoubleDot.trace_balance
-- 'HighBiasDoubleDot.trace_balance' depends on axioms: [propext, Classical.choice, Quot.sound]
#print axioms HighBiasDoubleDot.double_dot_current
-- 'HighBiasDoubleDot.double_dot_current' depends on axioms: [propext, Classical.choice, Quot.sound]
#print axioms HighBiasDoubleDot.drainCurrent_le
-- 'HighBiasDoubleDot.drainCurrent_le' depends on axioms: [propext, Classical.choice, Quot.sound]
```

## How the proof follows the elimination

`keldyshRate_eq` performs the split into commutator and anticommutator, and `trace_balance` takes its trace. `keldyshRate_dot` writes out the four components.

The main work is in `isStationary_iff`, which says that a matrix is stationary exactly when it equals `dotDensity`. In the forward direction, `e1` to `e4` are the component equations. Adding `e1` and `e4` gives the balance `hp`; `hz` and `hw` are the solved coherences, multiplied by $D$ to avoid division; `hq` inserts them into the equation of the second dot. `hbq` then identifies $bR_{11}$ with `currentFormula` by cancelling the nonzero $N$. Each `linear_combination` names the multiples of earlier equations to be added, and `hI`, which is $i^2=-1$, enters where needed. The backward direction substitutes the explicit entries, with `hpq` playing the part of $\Delta=JD/(h^2s)$.

`drainCurrent_eq` reads off the current, and `double_dot_current` takes its reciprocal with `field_simp` and `ring`. In `drainCurrent_le`, the identity `hid` is the sum of squares multiplied by $2N$. A negative left side would contradict it, and at equality each of the three nonnegative terms must be zero.
